# For $g>1/2$, a dipole-like current shell of radius $s$ within the integration range lowers the hyperfine integral of $r^{2g}$ by $3s^{2g-1}/((2g-1)(2g+2))$

Let $g>1/2$ and integrate the density $r^{2g}$ from $0$ to $L$: for a shell of radius $0<s\le L$, replacing the point-dipole kernel $1/r^2$ by $r/s^3$ at $r\le s$ lowers the integral by $3s^{2g-1}/((2g-1)(2g+2))$. Averaging this reduction over $0<s\le R$ with weight $3s^2/R^3$, where $0<R\le L$, gives $3/(2g+2)<1$ times the reduction at $s=R$.

```lean
import Mathlib

open MeasureTheory Set

namespace NuclearMagnetization

noncomputable section

/-- The radial hyperfine kernel `1/r²` of a point magnetic dipole, for `r > 0`. -/
def pointKernel (r : ℝ) : ℝ := 1 / r ^ 2

/-- The radial kernel of a magnetized shell of radius `s > 0`: `r/s³` up to the shell and
`1/r²` beyond it. -/
def shellKernel (s r : ℝ) : ℝ := if r ≤ s then r / s ^ 3 else 1 / r ^ 2

/-- The hyperfine radial integral of the density `r^(2g)` with kernel `K`, out to radius `L`. -/
def hyperfineIntegral (g L : ℝ) (K : ℝ → ℝ) : ℝ := ∫ r in (0 : ℝ)..L, r ^ (2 * g) * K r

/-- The amount by which a magnetized shell of radius `s` lowers the point-dipole integral. -/
def shellReduction (g L s : ℝ) : ℝ :=
  hyperfineIntegral g L pointKernel - hyperfineIntegral g L (shellKernel s)

/-- The weight `3s²/R³` of the shell of radius `s` in a uniform ball of radius `R > 0`. -/
def shellWeight (R s : ℝ) : ℝ := 3 * s ^ 2 / R ^ 3

/-- The shell reduction averaged over the shells of a uniform ball of radius `R > 0`. -/
def ballReduction (g L R : ℝ) : ℝ :=
  ∫ s in (0 : ℝ)..R, shellWeight R s * shellReduction g L s

/-- Two integrands that agree on `(a, b]` have the same integral, and one is integrable if
the other is. -/
private lemma piece {f h : ℝ → ℝ} {a b : ℝ} (hab : a ≤ b) (e : ∀ r ∈ Ioc a b, f r = h r)
    (hi : IntervalIntegrable h volume a b) :
    IntervalIntegrable f volume a b ∧ ∫ r in a..b, f r = ∫ r in a..b, h r := by
  have e' : EqOn f h (Ioc a b) := fun r hr => e r hr
  constructor
  · rw [intervalIntegrable_iff_integrableOn_Ioc_of_le hab] at hi ⊢
    exact (integrableOn_congr_fun e' measurableSet_Ioc).2 hi
  · rw [intervalIntegral.integral_of_le hab, intervalIntegral.integral_of_le hab]
    exact setIntegral_congr_fun measurableSet_Ioc e'

/-- The moment of order `2g+1` on `[0, s]`, for `g > 1/2` and `s > 0`. -/
private lemma inner_moment {g s : ℝ} (hg : 1 / 2 < g) (hs : 0 < s) :
    ∫ r in (0 : ℝ)..s, r ^ (2 * g + 1) = s ^ (2 * g - 1) * s ^ 3 / (2 * g + 2) := by
  have hb : 0 < 2 * g + 2 := by linarith
  have hp : s ^ (2 * g + 2) = s ^ (2 * g - 1) * s ^ 3 := by
    rw [← Real.rpow_natCast s 3, ← Real.rpow_add hs]
    congr 1
    push_cast
    ring
  rw [integral_rpow (Or.inl (by linarith)), show 2 * g + 1 + 1 = 2 * g + 2 by ring,
    Real.zero_rpow hb.ne', sub_zero, hp]

/-- At positive radius the density times the point kernel is the power `r^(2g-2)`. -/
private lemma point_integrand {g r : ℝ} (hr : 0 < r) :
    r ^ (2 * g) * pointKernel r = r ^ (2 * g - 2) := by
  rw [Real.rpow_sub hr, Real.rpow_two, pointKernel, mul_one_div]

/-- The point-dipole integral of `r^(2g)` from the origin to `L > 0` converges exactly when
`g > 1/2`. -/
theorem point_integrable_iff {g L : ℝ} (hL : 0 < L) :
    IntervalIntegrable (fun r => r ^ (2 * g) * pointKernel r) volume 0 L ↔ 1 / 2 < g := by
  have e : EqOn (fun r => r ^ (2 * g) * pointKernel r) (fun r => r ^ (2 * g - 2))
      (Ioo 0 L) := fun r hr => point_integrand hr.1
  rw [intervalIntegrable_iff_integrableOn_Ioo_of_le hL.le,
    integrableOn_congr_fun e measurableSet_Ioo, intervalIntegral.integrableOn_Ioo_rpow_iff hL]
  constructor <;> intro h <;> linarith

/-- For `g > 1/2` and `0 ≤ a ≤ b`, the point-dipole integrand is integrable between `a` and
`b`, with integral `(b^(2g-1) - a^(2g-1))/(2g-1)`. -/
theorem point_integral {g a b : ℝ} (hg : 1 / 2 < g) (ha : 0 ≤ a) (hab : a ≤ b) :
    IntervalIntegrable (fun r => r ^ (2 * g) * pointKernel r) volume a b ∧
    ∫ r in a..b, r ^ (2 * g) * pointKernel r
      = (b ^ (2 * g - 1) - a ^ (2 * g - 1)) / (2 * g - 1) := by
  have hlt : -1 < 2 * g - 2 := by linarith
  obtain ⟨h1, h2⟩ := piece hab
    (fun r hr => point_integrand (g := g) (lt_of_le_of_lt ha hr.1))
    (intervalIntegral.intervalIntegrable_rpow' hlt)
  refine ⟨h1, ?_⟩
  rw [h2, integral_rpow (Or.inl hlt), show 2 * g - 2 + 1 = 2 * g - 1 by ring]

/-- For `g > 1/2` and a shell of radius `0 < s ≤ L`, the shell integrand is integrable, and
its integral is the sum of an inner part and an outer part. -/
theorem shell_integral {g s L : ℝ} (hg : 1 / 2 < g) (hs : 0 < s) (hsL : s ≤ L) :
    IntervalIntegrable (fun r => r ^ (2 * g) * shellKernel s r) volume 0 L ∧
    ∫ r in (0 : ℝ)..L, r ^ (2 * g) * shellKernel s r
      = s ^ (2 * g - 1) / (2 * g + 2)
        + (L ^ (2 * g - 1) - s ^ (2 * g - 1)) / (2 * g - 1) := by
  -- inside the shell the integrand is a constant times a power of the radius
  have e1 : ∀ r ∈ Ioc 0 s, r ^ (2 * g) * shellKernel s r = r ^ (2 * g + 1) / s ^ 3 := by
    intro r hr
    rw [shellKernel, if_pos hr.2, Real.rpow_add hr.1, Real.rpow_one]
    ring
  -- outside it is the point-dipole integrand
  have e2 : ∀ r ∈ Ioc s L, r ^ (2 * g) * shellKernel s r = r ^ (2 * g) * pointKernel r := by
    intro r hr
    rw [shellKernel, if_neg (not_le.2 hr.1), pointKernel]
  obtain ⟨i1, v1⟩ := piece hs.le e1
    ((intervalIntegral.intervalIntegrable_rpow' (by linarith)).div_const _)
  obtain ⟨i2, v2⟩ := piece hsL e2 (point_integral hg hs.le hsL).1
  refine ⟨i1.trans i2, ?_⟩
  rw [← intervalIntegral.integral_add_adjacent_intervals i1 i2, v1, v2,
    (point_integral hg hs.le hsL).2, intervalIntegral.integral_div, inner_moment hg hs,
    div_right_comm, mul_div_cancel_right₀ _ (pow_pos hs 3).ne']

/-- For `g > 1/2`, a magnetized shell of radius `0 < s ≤ L` lowers the hyperfine radial
integral by `3 s^(2g-1)/((2g-1)(2g+2))`. -/
theorem shellReduction_eq {g s L : ℝ} (hg : 1 / 2 < g) (hs : 0 < s) (hsL : s ≤ L) :
    shellReduction g L s = 3 * s ^ (2 * g - 1) / ((2 * g - 1) * (2 * g + 2)) := by
  have ha : 0 < 2 * g - 1 := by linarith
  unfold shellReduction hyperfineIntegral
  rw [(point_integral hg le_rfl (hs.le.trans hsL)).2, (shell_integral hg hs hsL).2,
    Real.zero_rpow ha.ne', show 2 * g + 2 = (2 * g - 1) + 3 by ring]
  generalize s ^ (2 * g - 1) = x
  generalize L ^ (2 * g - 1) = y
  generalize 2 * g - 1 = a at ha ⊢
  have h3 : a + 3 ≠ 0 := by linarith
  have h0 : a ≠ 0 := ha.ne'
  field_simp
  ring

/-- The shell weights of a uniform ball of radius `R > 0` integrate to one. -/
theorem shellWeight_integral {R : ℝ} (hR : 0 < R) :
    ∫ s in (0 : ℝ)..R, shellWeight R s = 1 := by
  simp only [shellWeight]
  rw [intervalIntegral.integral_div, intervalIntegral.integral_const_mul, integral_pow,
    div_eq_one_iff_eq (pow_pos hR 3).ne']
  push_cast
  ring

/-- For `g > 1/2` and `0 < R ≤ L`, averaging over the shells of a uniform ball multiplies the
reduction of the shell at `s = R` by `3/(2g+2)`, which is less than one. -/
theorem ballReduction_eq {g R L : ℝ} (hg : 1 / 2 < g) (hR : 0 < R) (hRL : R ≤ L) :
    ballReduction g L R = 3 / (2 * g + 2) * shellReduction g L R ∧ 3 / (2 * g + 2) < 1 := by
  refine ⟨?_, (div_lt_one (by linarith)).2 (by linarith)⟩
  -- the weighted reduction is a constant times a power of the shell radius
  have e : ∀ s ∈ Ioc 0 R, shellWeight R s * shellReduction g L s
      = 9 / R ^ 3 / ((2 * g - 1) * (2 * g + 2)) * s ^ (2 * g + 1) := by
    intro s hs
    rw [shellReduction_eq hg hs.1 (hs.2.trans hRL), shellWeight,
      show 2 * g + 1 = (2 * g - 1) + 2 by ring, Real.rpow_add hs.1, Real.rpow_two]
    ring
  unfold ballReduction
  rw [(piece hR.le e ((intervalIntegral.intervalIntegrable_rpow' (by linarith)).const_mul _)).2,
    intervalIntegral.integral_const_mul, inner_moment hg hR, shellReduction_eq hg hR hRL]
  generalize R ^ (2 * g - 1) = x
  generalize 2 * g - 1 = a
  generalize 2 * g + 2 = b
  linear_combination (9 * x / (a * b ^ 2)) * mul_inv_cancel₀ (pow_pos hR 3).ne'

/-- For `g > 1/2` and `0 < R ≤ L`, the shell reduction averaged over `0 < s ≤ R` with weight
`3s²/R³` is positive and less than the reduction of the shell at `s = R`. -/
theorem ballReduction_between {g R L : ℝ} (hg : 1 / 2 < g) (hR : 0 < R) (hRL : R ≤ L) :
    0 < ballReduction g L R ∧ ballReduction g L R < shellReduction g L R := by
  obtain ⟨h, hlt⟩ := ballReduction_eq hg hR hRL
  have hpos : 0 < shellReduction g L R := by
    rw [shellReduction_eq hg hR hRL]
    exact div_pos (mul_pos three_pos (Real.rpow_pos_of_pos hR _))
      (mul_pos (by linarith) (by linarith))
  rw [h]
  exact ⟨mul_pos (div_pos three_pos (by linarith)) hpos, mul_lt_of_lt_one_left hpos hlt⟩

/-- At a radius `0 < r ≤ R` inside a uniform ball, the shell kernels average to
`(r/R³)(1 + 3 log(R/r))`. -/
theorem ball_kernel {r R : ℝ} (hr : 0 < r) (hrR : r ≤ R) :
    ∫ s in (0 : ℝ)..R, shellWeight R s * shellKernel s r
      = r / R ^ 3 * (1 + 3 * Real.log (R / r)) := by
  have hR : 0 < R := hr.trans_le hrR
  -- shells of radius below r act as point dipoles
  have e1 : ∀ s ∈ Ioc 0 r, shellWeight R s * shellKernel s r = 3 / (R ^ 3 * r ^ 2) * s ^ 2 := by
    intro s hs
    rcases hs.2.eq_or_lt with h | h
    · have hk : r / r ^ 3 = 1 / r ^ 2 := by field_simp
      rw [h, shellWeight, shellKernel, if_pos le_rfl, hk]
      ring
    · rw [shellWeight, shellKernel, if_neg (not_le.2 h)]
      ring
  -- shells of radius above r contribute the logarithm
  have e2 : ∀ s ∈ Ioc r R, shellWeight R s * shellKernel s r = 3 * r / R ^ 3 * s⁻¹ := by
    intro s hs
    have h0 : s ≠ 0 := (hr.trans hs.1).ne'
    rw [shellWeight, shellKernel, if_pos hs.1.le]
    field_simp
  have c1 : IntervalIntegrable (fun s : ℝ => 3 / (R ^ 3 * r ^ 2) * s ^ 2) volume 0 r :=
    Continuous.intervalIntegrable (by fun_prop) _ _
  have c2 : IntervalIntegrable (fun s : ℝ => s⁻¹) volume r R :=
    ContinuousOn.intervalIntegrable_of_Icc hrR
      (fun s hs => (continuousAt_inv₀ (hr.trans_le hs.1).ne').continuousWithinAt)
  obtain ⟨i1, v1⟩ := piece hr.le e1 c1
  obtain ⟨i2, v2⟩ := piece hrR e2 (c2.const_mul _)
  have hsq : ∫ s in (0 : ℝ)..r, s ^ 2 = r ^ 3 / 3 := by
    rw [integral_pow]
    push_cast
    ring
  rw [← intervalIntegral.integral_add_adjacent_intervals i1 i2, v1, v2,
    intervalIntegral.integral_const_mul, intervalIntegral.integral_const_mul, hsq,
    integral_inv_of_pos hr hR]
  generalize Real.log (R / r) = l
  linear_combination (r / R ^ 3) * mul_inv_cancel₀ (pow_pos hr 2).ne'

end

end NuclearMagnetization
```

```lean
#print axioms NuclearMagnetization.point_integrable_iff
#print axioms NuclearMagnetization.shellWeight_integral
#print axioms NuclearMagnetization.ballReduction_between
#print axioms NuclearMagnetization.ball_kernel
```

```
'NuclearMagnetization.point_integrable_iff' depends on axioms: [propext, Classical.choice, Quot.sound]
'NuclearMagnetization.shellWeight_integral' depends on axioms: [propext, Classical.choice, Quot.sound]
'NuclearMagnetization.ballReduction_between' depends on axioms: [propext, Classical.choice, Quot.sound]
'NuclearMagnetization.ball_kernel' depends on axioms: [propext, Classical.choice, Quot.sound]
```

## Kernels and reductions as real functions

All quantities are real numbers, with lengths in one common unit. `pointKernel r` is $1/r^2$. `shellKernel s r` is $r/s^3$ for $r\le s$ and $1/r^2$ for $r>s$; the two branches agree at $r=s$. `hyperfineIntegral g L K` is
$$\int_0^L r^{2g}K(r)\,dr,$$
and `shellReduction g L s` is this integral with the point kernel minus the same integral with the shell kernel. The reduction is thus a difference of two integrals, and its closed form is a theorem, `shellReduction_eq`.

`ballReduction g L R` integrates the shell reduction over $s$ from $0$ to $R$ with the weight `shellWeight R s`, which is $3s^2/R^3$. The theorem `shellWeight_integral` confirms that the weight has total one. `ballReduction_eq` gives the factor $3/(2g+2)$ and the bound on it, and `ballReduction_between` concludes that the ball's reduction is positive and strictly smaller than that of the shell at $R$.

The condition $g>1/2$ is a matter of convergence: by `point_integrable_iff`, the point-dipole integrand is integrable from the origin to $L>0$ exactly when it holds. Lean assigns the value zero to the integral of a non-integrable function, so `point_integral` and `shell_integral` state integrability alongside the values.

## Current shells and the Dirac electron

In the Dirac equation the electron couples to the nuclear magnetic moment through the vector potential. For a point dipole that potential circles the axis of the moment, and its size is proportional to $\sin\theta/r^2$, with $\theta$ the angle from the axis; the kernel is the factor $1/r^2$. Suppose that the moment is instead produced by a dipole-like current on a sphere of radius $s$, that is, a surface current that circles the same axis with a density proportional to $\sin\theta$. Then the potential outside is unchanged, and inside the factor $1/r^2$ is replaced by $r/s^3$, which grows linearly. This is the shell kernel, for unit moment, and "magnetized shell" in the file means this current shell. A thin shell with a constant magnetization vector is a different source: its two faces carry opposite currents, and the potential in the space it encloses is zero.

The density in the hyperfine integral is the product $PQ$ of the large and small radial components, in the convention where the radial factors of the spinor are $P/r$ and $Q/r$. Near a point charge $Z$ it behaves as $r^{2\gamma}$ with $\gamma=\sqrt{\kappa^2-(Z\alpha)^2}$, where $\kappa$ is the relativistic angular quantum number and $\alpha$ the fine-structure constant. The parameter $g$ stands for $\gamma$. For $|\kappa|=1$, the condition $g>1/2$ then means $Z\alpha<\sqrt3/2$.

The weight $3s^2/R^3$ distributes the moment over current shells in proportion to their volume. This is the sense of "uniform ball" in the file, and it differs from a ball with a constant magnetization vector. The bound current of the latter lies entirely on its surface, so its kernel is `shellKernel R`. The averaged kernel is different: by `ball_kernel`, at $0<r\le R$ it equals
$$\frac{r}{R^3}\left(1+3\log\frac Rr\right).$$

In four-component calculations of hyperfine constants, the result shows how the correction for nuclear magnetization depends on the radius and on the chosen distribution, within a model that has a single fixed power of $r$ as its density. The amplitude of the density is set to one, and neither its higher-order terms near the nucleus nor its change under a finite charge distribution is included.

## The reduction by one shell

With the point kernel the integrand is $r^{2g}/r^2=r^{2g-2}$ for $r>0$. Since $2g-2>-1$, for $0\le a\le b$
$$\int_a^b r^{2g-2}\,dr=\frac{b^{2g-1}-a^{2g-1}}{2g-1}.$$
At $a=0$ the lower term vanishes because $2g-1>0$, which leaves $L^{2g-1}/(2g-1)$ for the full range.

With the shell kernel the range is split at $s$. The inner part is
$$\frac1{s^3}\int_0^s r^{2g+1}\,dr=\frac{s^{2g+2}}{s^3(2g+2)}=\frac{s^{2g-1}}{2g+2},$$
and the outer part is the point-dipole integral from $s$ to $L$, namely $(L^{2g-1}-s^{2g-1})/(2g-1)$. Subtracting both from the point-dipole value removes $L$:
$$s^{2g-1}\left(\frac1{2g-1}-\frac1{2g+2}\right)=\frac{3s^{2g-1}}{(2g-1)(2g+2)}.$$

In the file, `point_integrand` supplies the simplification to $r^{2g-2}$, and `point_integral` combines it with Mathlib's integral of a real power. The lemma `piece` transfers integrability and value between functions that agree on $(a,b]$, so the behaviour of the formulas at the single point $r=0$ plays no role. `shell_integral` applies it on each side of $s$ and joins the two intervals with `integral_add_adjacent_intervals`. The inner power integral comes from `inner_moment`, which writes $s^{2g+2}$ as $s^{2g-1}s^3$ so that the factor $s^3$ cancels.

In `shellReduction_eq` the powers of $s$ and $L$ are then replaced by plain variables, and $2g-1$ by a nonzero variable $a$, with $2g+2=a+3$. What remains is the subtraction of fractions above, done by `field_simp` and `ring`.

## The average over the ball

Every shell in the ball satisfies $s\le R\le L$, so the formula for one shell applies throughout the average:
$$\int_0^R\frac{3s^2}{R^3}\,\frac{3s^{2g-1}}{(2g-1)(2g+2)}\,ds
=\frac{9}{R^3(2g-1)(2g+2)}\,\frac{R^{2g+2}}{2g+2}.$$
The right-hand side is
$$\frac{3}{2g+2}\cdot\frac{3R^{2g-1}}{(2g-1)(2g+2)},$$
the stated factor times the reduction at $R$. The factor is below one because $2g+2>3$. The proof of `ballReduction_eq` rewrites the integrand as a constant times $s^{2g+1}$, uses `inner_moment` again, now at $R$, and cancels $R^3$ in the final `linear_combination`. Positivity of the surface-shell reduction then yields both inequalities of `ballReduction_between`.

For the averaged kernel, fix $0<r\le R$. Shells with $s\le r$ act at $r$ as point dipoles and contribute
$$\int_0^r\frac{3s^2}{R^3r^2}\,ds=\frac{r}{R^3}.$$
Shells with $s>r$ enclose the point and contribute
$$\int_r^R\frac{3s^2}{R^3}\frac{r}{s^3}\,ds=\frac{3r}{R^3}\int_r^R\frac{ds}{s}=\frac{3r}{R^3}\log\frac Rr.$$
The sum is the logarithmic kernel. The proof of `ball_kernel` makes the same split, with `e1` and `e2` for the two forms of the integrand, and treats $s=r$ separately because the definition puts that point in the inner branch.

The ball reduction is defined as an average of reductions, and the file has no theorem that exchanges the integrations over $s$ and $r$. A direct calculation with the averaged kernel agrees with it: with $b=2g+2$, the integral over the ball is $R^{2g-1}(1/b+3/b^2)$, and subtracting it from the point-dipole value $R^{2g-1}/(b-3)$ gives $9R^{2g-1}/(b^2(b-3))$, as above.

## A shell beyond the integration range

The shell formula does not hold for every $s>0$ irrespective of $L$. Take $g=1$, $L=1$ and $s=2$. The point-dipole integral is $\int_0^1 1\,dr=1$. The whole range lies inside the shell, so the shell integral is $\int_0^1 r^3/8\,dr=1/32$, and the true reduction is $31/32$. The formula would give $3\cdot2/(1\cdot4)=3/2$, more than the entire point-dipole integral. It counts the lowering between $r=1$ and $r=2$, which the integral never reaches.
